# When s and p projectors have a gradient at $k+G=0$

A plane-wave calculation of velocity matrix elements with a nonlocal pseudopotential can use the derivative of each projector with respect to $k$. At the $\Gamma$ point the plane wave $G=0$ sits at $k+G=0$, where the direction of $k+G$ is undefined and the usual formula for a p projector divides by zero. A program that differentiates this formula needs a separate value for the gradient there. The problems below settle when that value exists and what it is, for a single s or p projector whose radial function has a right derivative at zero. The structure-factor phase is left out.

## Two projector shapes in reciprocal space

Write $q=k+G$, let $f$ be a real radial function, and let $a$ be a fixed vector that sets the orientation of the p projector. The constant prefactors of the spherical harmonics are absorbed into $f$ and $a$, and the constant factor $\pm i$ that the Fourier transform gives a p projector is left out. The two shapes are

$$s(q)=f(\|q\|),\qquad p_a(q)=\begin{cases} f(\|q\|)\,\dfrac{\langle a,q\rangle}{\|q\|}, & q\neq 0,\\[2mm] 0, & q=0.\end{cases}$$

In Lean these are `sForm f` and `pForm f a`. The vector $q$ lives in a real inner product space `E`, which becomes three-dimensional Euclidean space in the last part.

```lean
import Mathlib

open Filter Set
open scoped Topology

namespace ProjectorGradients

variable {E : Type*} [NormedAddCommGroup E] [InnerProductSpace ℝ E]

/-- The s form of a projector: the radial function `f` evaluated at the length of `q = k + G`. -/
def sForm (f : ℝ → ℝ) (q : E) : ℝ := f ‖q‖

open scoped Classical in
/-- The p form of a projector along `a`: the radial function times the angular factor
`⟨a, q⟩ / ‖q‖` for `q ≠ 0`, and zero at `q = 0`. -/
noncomputable def pForm (f : ℝ → ℝ) (a q : E) : ℝ :=
  if q = 0 then 0 else f ‖q‖ * inner ℝ a q / ‖q‖
```

## (a) The length approaches zero from one side

Show that as $q\to 0$ the length tends to zero through nonnegative values:

$$\|q\|\to 0 \quad\text{within } [0,\infty).$$

The norm is continuous and vanishes at the origin, which gives the limit. It is never negative, which gives the side.

In Lean, `𝓝[Ici 0] 0` denotes the neighbourhoods of $0$ within $[0,\infty)$. This is why parts (b) to (f) need only a right derivative of $f$: the projectors never sample $f$ at negative arguments.

```lean
omit [InnerProductSpace ℝ E] in
/-- As `q` tends to zero, its length tends to zero through nonnegative values. -/
theorem tendsto_length : Tendsto (fun q : E => ‖q‖) (𝓝 0) (𝓝[Ici 0] 0) :=
  tendsto_nhdsWithin_iff.2
    ⟨tendsto_norm_zero, Eventually.of_forall fun q => norm_nonneg q⟩
```

## (b) First-order expansion of the radial function

Let $f$ have right derivative $c$ at $0$. Show that for every $\varepsilon>0$, all $q$ close enough to $0$ satisfy

$$\bigl|f(\|q\|)-f(0)-c\|q\|\bigr|\le \varepsilon\|q\|.$$

By the definition of the right derivative, $|f(r)-f(0)-cr|\le\varepsilon r$ for all sufficiently small $r\ge 0$. By (a), $r=\|q\|$ is such a number once $q$ is near the origin.

The hypothesis reads `HasDerivWithinAt f c (Ici 0) 0`, and `∀ᶠ q : E in 𝓝 0` means "for all $q$ near $0$". The proof takes the little-o form of the derivative and composes it with the limit from (a).

```lean
omit [InnerProductSpace ℝ E] in
/-- If `f` has right derivative `c` at zero, then `f ‖q‖` equals `f 0 + c ‖q‖` up to an error
that is small compared with `‖q‖` near `q = 0`. -/
theorem radial_expansion {f : ℝ → ℝ} {c : ℝ} (h : HasDerivWithinAt f c (Ici 0) 0)
    {ε : ℝ} (hε : 0 < ε) :
    ∀ᶠ q : E in 𝓝 0, |f ‖q‖ - f 0 - c * ‖q‖| ≤ ε * ‖q‖ := by
  have h1 := tendsto_length (E := E) |>.eventually
    ((hasDerivWithinAt_iff_isLittleO.1 h).def hε)
  filter_upwards [h1] with q hq
  simpa only [sub_zero, smul_eq_mul, Real.norm_eq_abs, abs_norm, mul_comm ‖q‖ c] using hq
```

## (c) A flat radial function gives a flat s projector

Suppose the right derivative of $f$ at $0$ is zero. Show that

$$\nabla s(0)=0.$$

Put $c=0$ in (b). Then $|s(q)-s(0)|\le\varepsilon\|q\|$ near the origin for every $\varepsilon>0$, which says that $s$ has zero gradient there.

`HasGradientAt (sForm f) (0 : E) 0` states that the gradient exists and is the zero vector; the first zero is the gradient and the second is the point. Completeness of `E`, required for gradients in Lean, is automatic in finite dimension.

```lean
/-- If the radial function has zero right derivative at zero, the s form has zero gradient
at `q = 0`. -/
theorem sForm_hasGradientAt [CompleteSpace E] {f : ℝ → ℝ}
    (h : HasDerivWithinAt f 0 (Ici 0) 0) :
    HasGradientAt (sForm f) (0 : E) 0 := by
  rw [hasGradientAt_iff_isLittleO, Asymptotics.isLittleO_iff]
  intro ε hε
  filter_upwards [radial_expansion (E := E) h hε] with q hq
  simpa [sForm] using hq
```

## (d) A slope in the radial function becomes a cusp

Let `E` contain a nonzero vector, and let $f$ have right derivative $c$ at $0$. Show that

$$s \text{ is differentiable at } 0 \iff c=0.$$

Part (c) gives one direction. For the other, assume that $s$ is differentiable at $0$, choose a unit vector $e$, and restrict $s$ to the line $q=te$:

$$g(t)=s(te)=f(|t|).$$

By the chain rule $g$ is differentiable at $0$. Since $g(-t)=g(t)$, differentiating at $0$ gives $-g'(0)=g'(0)$, so $g'(0)=0$. For $t\ge 0$ we have $g(t)=f(t)$, so the right derivative of $g$ at $0$ is $c$. A right derivative is unique, hence $c=g'(0)=0$.

The Lean proof takes the same route. `hEq` identifies the restriction with $f(|t|)$, `h1` expresses its evenness through `deriv_comp_neg`, and `h2` and `h3` compare the two right derivatives.

```lean
/-- In a nonzero space, for a radial function with right derivative `c` at zero, the s form is
differentiable at `q = 0` exactly when `c = 0`. -/
theorem sForm_differentiableAt_iff [CompleteSpace E] [Nontrivial E] {f : ℝ → ℝ} {c : ℝ}
    (h : HasDerivWithinAt f c (Ici 0) 0) :
    DifferentiableAt ℝ (sForm f) (0 : E) ↔ c = 0 := by
  constructor
  · intro hd
    -- restrict to a line through the origin
    obtain ⟨e, he⟩ := exists_norm_eq E (zero_le_one (α := ℝ))
    have hd' : DifferentiableAt ℝ (sForm f) ((0 : ℝ) • e) := by
      rw [zero_smul]; exact hd
    have hl : DifferentiableAt ℝ (fun t : ℝ => t • e) 0 := by fun_prop
    have hg := DifferentiableAt.comp (g := sForm f) (f := fun t : ℝ => t • e) (0 : ℝ) hd' hl
    have hEq : (sForm f ∘ fun t : ℝ => t • e) = fun t : ℝ => f |t| := by
      funext t
      simp [sForm, norm_smul, he]
    rw [hEq] at hg
    -- the restriction is even, so its derivative is its own negative
    have h1 : deriv (fun t : ℝ => (fun s : ℝ => f |s|) (-t)) 0
        = -deriv (fun s : ℝ => f |s|) (-0) := deriv_comp_neg (fun s : ℝ => f |s|) 0
    simp only [abs_neg, neg_zero] at h1
    -- on the nonnegative half-line it coincides with the radial function
    have h2 : HasDerivWithinAt (fun t : ℝ => f |t|) c (Ici 0) 0 :=
      h.congr (fun t ht => by rw [abs_of_nonneg (mem_Ici.1 ht)]) (by rw [abs_zero])
    have h3 := (uniqueDiffWithinAt_Ici (0 : ℝ)).eq_deriv _ h2 hg.hasDerivAt.hasDerivWithinAt
    linarith
  · rintro rfl
    exact (sForm_hasGradientAt h).differentiableAt
```

## (e) The gradient of the p projector

Let $f(0)=0$, and let $f$ have right derivative $c$ at $0$. Show that

$$\nabla p_a(0)=c\,a.$$

The candidate linear part is $\langle ca,q\rangle=c\langle a,q\rangle$. For $q\ne0$, the remainder is

$$p_a(q)-p_a(0)-c\langle a,q\rangle=\bigl(f(\|q\|)-c\|q\|\bigr)\frac{\langle a,q\rangle}{\|q\|}.$$

By Cauchy-Schwarz the last factor is at most $\|a\|$ in absolute value. Given $\varepsilon>0$, apply (b) with $\varepsilon/(\|a\|+1)$ in place of $\varepsilon$, using $f(0)=0$. Near the origin the remainder is then bounded by

$$\frac{\varepsilon}{\|a\|+1}\,\|q\|\,\|a\|\le\varepsilon\|q\|.$$

The added $1$ keeps the denominator positive when $a=0$. At $q=0$ the remainder is zero.

In the code, `hval` is the factorisation, `hang` the Cauchy-Schwarz bound and `hsmall` the final comparison of constants.

```lean
/-- If the radial function vanishes at zero and has right derivative `c` there, the p form
along `a` has gradient `c a` at `q = 0`. -/
theorem pForm_hasGradientAt [CompleteSpace E] {f : ℝ → ℝ} {c : ℝ}
    (h : HasDerivWithinAt f c (Ici 0) 0) (h0 : f 0 = 0) (a : E) :
    HasGradientAt (pForm f a) (c • a) 0 := by
  rw [hasGradientAt_iff_isLittleO, Asymptotics.isLittleO_iff]
  intro ε hε
  have ha : 0 < ‖a‖ + 1 := by positivity
  filter_upwards [radial_expansion (E := E) h (div_pos hε ha)] with q hq
  by_cases hq0 : q = 0
  · simp [hq0, pForm]
  have hr : 0 < ‖q‖ := norm_pos_iff.2 hq0
  have hval : pForm f a q - pForm f a 0 - inner ℝ (c • a) (q - 0)
      = (f ‖q‖ - f 0 - c * ‖q‖) * (inner ℝ a q / ‖q‖) := by
    have hp : pForm f a q = f ‖q‖ * inner ℝ a q / ‖q‖ := if_neg hq0
    have hz : pForm f a 0 = 0 := if_pos rfl
    rw [hp, hz, h0, sub_zero q, real_inner_smul_left]
    have hne := hr.ne'
    field_simp
    ring
  -- the angular factor is bounded by Cauchy-Schwarz
  have hang : |inner ℝ a q / ‖q‖| ≤ ‖a‖ := by
    rw [abs_div, abs_norm, div_le_iff₀ hr]
    exact abs_real_inner_le_norm a q
  have hsmall : ε / (‖a‖ + 1) * ‖a‖ ≤ ε := by
    rw [div_mul_eq_mul_div, div_le_iff₀ ha]
    nlinarith
  rw [hval, Real.norm_eq_abs, abs_mul, sub_zero]
  calc |f ‖q‖ - f 0 - c * ‖q‖| * |inner ℝ a q / ‖q‖|
      ≤ (ε / (‖a‖ + 1) * ‖q‖) * ‖a‖ :=
        mul_le_mul hq hang (abs_nonneg _) (by positivity)
    _ = (ε / (‖a‖ + 1) * ‖a‖) * ‖q‖ := by ring
    _ ≤ ε * ‖q‖ := mul_le_mul_of_nonneg_right hsmall hr.le
```

## (f) The value that the radial function must take

Let $a\neq0$, and let $f$ have a right derivative at $0$. Show that

$$p_a \text{ is differentiable at } 0\iff f(0)=0.$$

If $f(0)=0$, part (e) supplies the gradient. Conversely, a differentiable $p_a$ is continuous, so $p_a(q)\to p_a(0)=0$ along every path into the origin. Take $q=ta$ with $t>0$:

$$p_a(ta)=f(t\|a\|)\,\frac{t\|a\|^2}{t\|a\|}=f(t\|a\|)\,\|a\|\;\longrightarrow\; f(0)\,\|a\|\qquad(t\to0^+).$$

Limits are unique, so $f(0)\|a\|=0$, and $\|a\|\ne0$ leaves $f(0)=0$.

Here `h1` is the limit forced by continuity, `h2` the limit computed from $f$, and `heq` the formula along the ray. `tendsto_nhds_unique` equates the two limits.

```lean
/-- For `a ≠ 0` and a radial function with a right derivative at zero, the p form is
differentiable at `q = 0` exactly when the radial function vanishes at zero. -/
theorem pForm_differentiableAt_iff [CompleteSpace E] {f : ℝ → ℝ} {c : ℝ}
    (h : HasDerivWithinAt f c (Ici 0) 0) {a : E} (ha : a ≠ 0) :
    DifferentiableAt ℝ (pForm f a) 0 ↔ f 0 = 0 := by
  refine ⟨fun hd => ?_, fun h0 => (pForm_hasGradientAt h h0 a).differentiableAt⟩
  have hn : ‖a‖ ≠ 0 := norm_ne_zero_iff.2 ha
  -- approach the origin along the direction `a`
  have hc : Continuous (fun t : ℝ => t • a) := by fun_prop
  have hray : Tendsto (fun t : ℝ => t • a) (𝓝[>] 0) (𝓝 0) :=
    (hc.tendsto' 0 0 (zero_smul ℝ a)).mono_left nhdsWithin_le_nhds
  have hz : pForm f a 0 = 0 := if_pos rfl
  have h1 : Tendsto (fun t : ℝ => pForm f a (t • a)) (𝓝[>] 0) (𝓝 0) := by
    have h3 := hd.continuousAt.tendsto.comp hray
    rw [hz] at h3
    exact h3
  have h2 : Tendsto (fun t : ℝ => f ‖t • a‖ * ‖a‖) (𝓝[>] 0) (𝓝 (f 0 * ‖a‖)) :=
    ((h.continuousWithinAt.tendsto.comp tendsto_length).comp hray).mul_const ‖a‖
  have heq : (fun t : ℝ => pForm f a (t • a)) =ᶠ[𝓝[>] 0]
      fun t : ℝ => f ‖t • a‖ * ‖a‖ := by
    filter_upwards [self_mem_nhdsWithin] with t ht
    have ht0 : 0 < t := ht
    have hp : pForm f a (t • a) = f ‖t • a‖ * inner ℝ a (t • a) / ‖t • a‖ :=
      if_neg (smul_ne_zero ht0.ne' ha)
    have hnorm : ‖t • a‖ = t * ‖a‖ := by
      rw [norm_smul, Real.norm_eq_abs, abs_of_pos ht0]
    rw [hp, real_inner_smul_right, real_inner_self_eq_norm_sq, hnorm,
      div_eq_iff (mul_ne_zero ht0.ne' hn)]
    ring
  have hlim := tendsto_nhds_unique (h1.congr' heq) h2
  exact (mul_eq_zero.1 hlim.symm).resolve_right hn
```

## (g) Both projectors in three dimensions

Let $f$ be differentiable at $0$ in the ordinary two-sided sense, and let $q\in\mathbb R^3$. Show that

$$s\text{ is differentiable at }0\iff f'(0)=0,$$

$$f(0)=0\ \Longrightarrow\ \nabla p_a(0)=f'(0)\,a\quad\text{for every } a\in\mathbb R^3.$$

An ordinary derivative is also a right derivative, so $c=f'(0)$. Three-dimensional space contains a nonzero vector, so (d) gives the first line, and (e) gives the second.

In Lean, $\mathbb R^3$ is `EuclideanSpace ℝ (Fin 3)`, with the Euclidean norm and inner product, and $f'(0)$ is `deriv f 0`. The proof supplies the nonzero vector through the dimension and passes the derivative to the general results.

```lean
/-- In Euclidean three-space, for a radial function differentiable at zero, the s form is
differentiable at `k + G = 0` exactly when `f'(0) = 0`; if `f(0) = 0`, the p form along any `a`
has gradient `f'(0) a` there. -/
theorem projector_gradients_at_zero {f : ℝ → ℝ} (hf : DifferentiableAt ℝ f 0) :
    (DifferentiableAt ℝ (sForm f) (0 : EuclideanSpace ℝ (Fin 3)) ↔ deriv f 0 = 0) ∧
    (f 0 = 0 → ∀ a : EuclideanSpace ℝ (Fin 3),
      HasGradientAt (pForm f a) (deriv f 0 • a) 0) := by
  have : Nontrivial (EuclideanSpace ℝ (Fin 3)) :=
    Module.nontrivial_of_finrank_pos (R := ℝ) (by simp)
  have h : HasDerivWithinAt f (deriv f 0) (Ici 0) 0 := hf.hasDerivAt.hasDerivWithinAt
  exact ⟨sForm_differentiableAt_iff h, fun h0 a => pForm_hasGradientAt h h0 a⟩

end ProjectorGradients
```

```lean
#print axioms ProjectorGradients.pForm_differentiableAt_iff
#print axioms ProjectorGradients.projector_gradients_at_zero
```

```
'ProjectorGradients.pForm_differentiableAt_iff' depends on axioms: [propext, Classical.choice, Quot.sound]
'ProjectorGradients.projector_gradients_at_zero' depends on axioms: [propext, Classical.choice, Quot.sound]
```

Differentiability of $f$ matters in both lines of (g). Take $f(r)=|r|$. Then $s(q)=\|q\|$ has a cusp at the origin, yet Lean assigns `deriv f 0` the value $0$ because $f$ has no derivative there, so the equivalence would be false. The second line would fail too: $p_a(q)=\langle a,q\rangle$ has gradient $a$, not zero, when $a\neq0$. Parts (d) and (e) still handle this function correctly, because they use its right derivative, which is $1$.

The conditions on $f$ reflect how a short-ranged projector in real space transforms to reciprocal space. Its radial part is integrated against the spherical Bessel function $j_0$ for s and $j_1$ for p. Near zero $j_0(x)=1-x^2/6+\dots$, which gives $f'(0)=0$, while $j_1(x)=x/3+\dots$ gives $f(0)=0$ and in general a nonzero slope. This transform is background to the theorem, which takes $f$ as given.

For a program that treats $k+G=0$ separately, a p projector with $f(0)=0$ calls for care: its value there is zero, but its gradient is $f'(0)\,a$, so setting both to zero gives the wrong gradient whenever $f'(0)\,a\neq0$.
